# Transverse and longitudinal stiffness of a polarizable cubic ionic crystal in the Lorentz local field

Force constants of a polar crystal computed at zero macroscopic field miss a term in the long-wavelength limit. The term depends on the direction of the wavevector and stiffens the longitudinal optical mode. For harmonic point ions in a cubic crystal, with the Lorentz local field assumed, this term can be worked out in closed form.

Let $u$ be the relative displacement of the two sublattices, $n$ the density of ion pairs, $Z$ the ionic charge, $a$ the electronic polarizability of a pair and $k$ the short-range stiffness. In units with vacuum permittivity one, the polarization $P$, the macroscopic field $E$, the local field $F$ and the force $f$ on the relative displacement obey

$$P = n(Zu + aF),\qquad F = E + \tfrac13 P,\qquad f = -ku + ZF .$$

The electronic dielectric constant $e$, measured with the ions held still, enters through the Clausius–Mossotti relation $na/3 = (e-1)/(e+2)$. For $e>0$ the claim is that a plane wave with unit direction $q$ has the stiffnesses

$$k_T = k - \frac{nZ^2(e+2)}{9},\qquad k_L = k_T + \frac{nZ^2(e+2)^2}{9e}$$

for displacements across and along $q$. The same two values follow from setting $E=0$ and $E=-P$.

## Eliminating the local field

Inserting $F$ into the polarization gives $(1-na/3)P = nZu + naE$. By Clausius–Mossotti, $1-na/3 = 3/(e+2)$ and $na = 3(e-1)/(e+2)$, so

$$P = \frac{nZ(e+2)}{3}\,u + (e-1)E .$$

The force becomes

$$f = -ku + ZE + \frac Z3 P = -k_T u + \frac{Z(e+2)}{3}E .$$

With $E=0$ only $-k_Tu$ is left. The local field has softened the spring, and it has also multiplied the charge that couples to the macroscopic field by $(e+2)/3$.

In a plane wave, electrostatics requires $E$ to be parallel to $q$ and $q\cdot(E+P)=0$, hence $E=-(q\cdot P)q$. Projecting the solved polarization on $q$ gives

$$q\cdot P = \frac{nZ(e+2)}{3}\,q\cdot u - (e-1)\,q\cdot P,
\qquad\text{so}\qquad q\cdot P = \frac{nZ(e+2)}{3e}\,q\cdot u .$$

The field term in the force is then $-\frac{nZ^2(e+2)^2}{9e}(q\cdot u)q$. It acts only along $q$ and raises the stiffness there from $k_T$ to $k_L$.

For a body with depolarizing field $E=-LP$, the solved polarization reads $(1+L(e-1))P = \frac{nZ(e+2)}{3}u$, and the stiffness is

$$k_T + \frac{L\,nZ^2(e+2)^2}{9(1+L(e-1))} .$$

The value $L=1$ gives $E=-P$ and returns $k_L$.

**Ions that do not polarize.** If $a=0$, then $e=1$. The stiffnesses are $k_T = k-nZ^2/3$ and $k_L = k+2nZ^2/3$, which differ by $nZ^2$.

**A crystal in numbers.** Take $n=Z=k=1$ and $a=3/2$. Then $na/3=1/2=(4-1)/(4+2)$, so $e=4$. Displace the ions by one unit.

- With $E=0$, the polarization is $P=2$, the local field is $F=2/3$ and the force is $-1+2/3=-1/3$.
- With $E=-P$, the polarization is $P=1/2$, the local field is $F=-1/2+1/6=-1/3$ and the force is $-4/3$.

The stiffnesses are therefore $1/3$ and $4/3$.

## The crystal and its fields in Lean

Displacements and fields are vectors in an arbitrary real inner product space `V`. Three-dimensional physics enters through the Lorentz factor $1/3$, not through the dimension of `V`.

```lean
import Mathlib

namespace SzigetiLocalField

noncomputable section

variable {V : Type*} [NormedAddCommGroup V] [InnerProductSpace ℝ V]
```

The crystal is a record of four real numbers, with no sign conditions attached. Masses are absent, so the theorems concern stiffnesses; division by the reduced mass of the pair would turn these into squared frequencies.

```lean
/-- A cubic polar crystal: density `n` of ion pairs, ionic charge `Z`, electronic
polarizability `a` and short-range stiffness `k`, in units with vacuum permittivity one. -/
structure PolarCrystal where
  n : ℝ
  Z : ℝ
  a : ℝ
  k : ℝ
```

The local field is postulated. The term $P/3$ is the field produced at the centre of a spherical cavity in a uniformly polarized medium by the charge on the cavity wall, with the contributions of the dipoles inside the sphere cancelling at a site of cubic symmetry. The repulsion between overlapping electron clouds is contained in $k$; the effect of overlap on the local field and on the dipoles is neglected.

```lean
/-- The Lorentz local field `F = E + P/3`. -/
def localField (E P : V) : V := E + (1 / 3 : ℝ) • P
```

`SelfConsistent` is an equation for $P$, which appears on both sides because the local field contains it.

```lean
/-- The polarization is produced by the displaced charges and by the electronic dipoles
induced by the local field: `P = n (Z u + a F)`. -/
def SelfConsistent (c : PolarCrystal) (u E P : V) : Prop :=
  P = c.n • (c.Z • u + c.a • localField E P)

/-- The force `-k u + Z F` on the relative displacement `u`. -/
def force (c : PolarCrystal) (u E P : V) : V :=
  -(c.k • u) + c.Z • localField E P
```

The next condition ties $e$ to $n$ and $a$. It is a hypothesis of the force and polarization theorems.

```lean
/-- The Clausius–Mossotti relation between the polarizability and the electronic
dielectric constant `e`. -/
def ClausiusMossotti (c : PolarCrystal) (e : ℝ) : Prop :=
  c.n * c.a / 3 = (e - 1) / (e + 2)
```

The two stiffnesses are defined as formulas; the later theorems show that the force really has them as coefficients.

```lean
/-- The transverse stiffness `k - n Z² (e + 2) / 9`. -/
def stiffnessTO (c : PolarCrystal) (e : ℝ) : ℝ :=
  c.k - c.n * c.Z ^ 2 * (e + 2) / 9

/-- The longitudinal stiffness: the transverse one plus `n Z² (e + 2)² / (9 e)`. -/
def stiffnessLO (c : PolarCrystal) (e : ℝ) : ℝ :=
  stiffnessTO c e + c.n * c.Z ^ 2 * (e + 2) ^ 2 / (9 * e)
```

The macroscopic field of a wave is also put in by definition. It is the electrostatic field, without retardation, for a wavelength long compared with the lattice spacing.

```lean
/-- The macroscopic field `-(q · P) q` of a polarization wave `P` with direction `q`. -/
def planeWaveField (q P : V) : V := -((inner ℝ q P : ℝ) • q)
```

## The solved polarization and the force

The first theorem states the elimination as an equivalence: for given $u$ and $E$, a vector $P$ is self-consistent exactly when it equals the explicit expression. This covers existence and uniqueness together.

The auxiliary equation `hna` is Clausius–Mossotti with its denominators cleared. In one direction the proof multiplies the self-consistency equation by $(e+2)/3$; in the other it multiplies the solution by $1-na/3$. The tactic `linear_combination (norm := module)` takes the stated combination of known equations and checks that the remainder is an identity in a vector space.

```lean
/-- The local-field equation has exactly one solution for given displacement and
macroscopic field, `P = (n Z (e + 2) / 3) u + (e - 1) E`. -/
theorem selfConsistent_iff {c : PolarCrystal} {e : ℝ} (he : 0 < e)
    (h : ClausiusMossotti c e) (u E P : V) :
    SelfConsistent c u E P ↔
      P = (c.n * c.Z * (e + 2) / 3) • u + (e - 1) • E := by
  have hna : c.n * c.a * (e + 2) = 3 * (e - 1) := by
    unfold ClausiusMossotti at h
    rw [div_eq_div_iff (by norm_num) (by positivity)] at h
    linarith
  unfold SelfConsistent localField
  constructor
  · intro hP
    linear_combination (norm := module)
      ((e + 2) / 3) • hP + hna • ((1 / 9 : ℝ) • P + (1 / 3 : ℝ) • E)
  · intro hP
    linear_combination (norm := module)
      (1 - c.n * c.a / 3) • hP - hna • ((c.n * c.Z / 9) • u + (1 / 3 : ℝ) • E)
```

Substituting this polarization into the force takes $Z/3$ times the solved equation, as in the derivation above.

```lean
/-- With the local field eliminated, the force is that of a spring of transverse stiffness
and of a charge `Z (e + 2) / 3` in the macroscopic field. -/
theorem force_eq {c : PolarCrystal} {e : ℝ} (he : 0 < e)
    (h : ClausiusMossotti c e) {u E P : V} (hs : SelfConsistent c u E P) :
    force c u E P = -(stiffnessTO c e • u) + (c.Z * (e + 2) / 3) • E := by
  have hP := (selfConsistent_iff he h u E P).mp hs
  simp only [force, localField, stiffnessTO]
  linear_combination (norm := module) (c.Z / 3) • hP
```

## The plane wave

The longitudinal polarization comes from taking the inner product of the solved equation with $q$. The hypothesis `‖q‖ = 1` turns $q\cdot q$ into 1, and $e>0$ permits the final division.

```lean
/-- In a plane wave with unit direction `q`, the longitudinal polarization is
`n Z (e + 2) / (3 e)` times the longitudinal displacement. -/
theorem longitudinal_polarization {c : PolarCrystal} {e : ℝ} (he : 0 < e)
    (h : ClausiusMossotti c e) {q u P : V} (hq : ‖q‖ = 1)
    (hs : SelfConsistent c u (planeWaveField q P) P) :
    (inner ℝ q P : ℝ) = c.n * c.Z * (e + 2) / 3 * inner ℝ q u / e := by
  have hqq : (inner ℝ q q : ℝ) = 1 := by
    rw [real_inner_self_eq_norm_sq, hq]; norm_num
  have hP := (selfConsistent_iff he h u _ P).mp hs
  -- project the solved local-field equation on the direction of the wave
  have hi := congrArg (fun x : V => (inner ℝ q x : ℝ)) hP
  simp only [planeWaveField, inner_add_right, inner_smul_right, inner_neg_right, hqq] at hi
  rw [eq_div_iff he.ne']
  linear_combination hi
```

The full polarization of the wave is again characterized by an equivalence. From left to right, the proof inserts the known value of $q\cdot P$ into the solved equation. From right to left, it projects the proposed $P$ on $q$, recovers the same value, and verifies self-consistency.

```lean
/-- A plane wave of displacement has exactly one self-consistent polarization, in which the
longitudinal displacement has `1 / e` times the coefficient of the transverse displacement. -/
theorem planeWave_polarization_iff {c : PolarCrystal} {e : ℝ} (he : 0 < e)
    (h : ClausiusMossotti c e) {q : V} (hq : ‖q‖ = 1) (u P : V) :
    SelfConsistent c u (planeWaveField q P) P ↔
      P = (c.n * c.Z * (e + 2) / 3) •
        (u - (inner ℝ q u : ℝ) • q + ((inner ℝ q u : ℝ) / e) • q) := by
  constructor
  · intro hs
    have hp := longitudinal_polarization he h hq hs
    have hp' := (eq_div_iff he.ne').mp hp
    have hP := (selfConsistent_iff he h u _ P).mp hs
    unfold planeWaveField at hP
    linear_combination (norm := module) (1 : ℝ) • hP - hp' • q + hp • q
  · intro hP
    have hqq : (inner ℝ q q : ℝ) = 1 := by
      rw [real_inner_self_eq_norm_sq, hq]; norm_num
    have hi := congrArg (fun x : V => (inner ℝ q x : ℝ)) hP
    simp only [inner_add_right, inner_sub_right, inner_smul_right, hqq] at hi
    have hp : (inner ℝ q P : ℝ) = c.n * c.Z * (e + 2) / 3 * inner ℝ q u / e := by
      linear_combination hi
    have hp' := (eq_div_iff he.ne').mp hp
    rw [selfConsistent_iff he h]
    unfold planeWaveField
    linear_combination (norm := module) (1 : ℝ) • hP + hp' • q - hp • q
```

The main theorem splits $u$ into $u-(q\cdot u)q$ and $(q\cdot u)q$ and assigns one stiffness to each part. Its proof starts from `force_eq`, replaces $q\cdot P$ by its value, and leaves the collection of terms to `module`. If `V` is one-dimensional, the transverse part vanishes and only $k_L$ acts.

```lean
/-- Main theorem: in a plane wave with unit direction `q`, the part of the displacement
across `q` feels the transverse stiffness and the part along `q` the longitudinal one. -/
theorem planeWave_force {c : PolarCrystal} {e : ℝ} (he : 0 < e)
    (h : ClausiusMossotti c e) {q u P : V} (hq : ‖q‖ = 1)
    (hs : SelfConsistent c u (planeWaveField q P) P) :
    force c u (planeWaveField q P) P =
      -(stiffnessTO c e • (u - (inner ℝ q u : ℝ) • q))
        - stiffnessLO c e • ((inner ℝ q u : ℝ) • q) := by
  have hp := longitudinal_polarization he h hq hs
  rw [force_eq he h hs]
  unfold planeWaveField
  rw [hp]
  simp only [stiffnessLO]
  module
```

## Depolarizing fields, and the cases $E=0$ and $E=-P$

For $0\le L\le1$ the denominator is $1+L(e-1)=(1-L)+Le$, which is positive when $e>0$; this is `hD`. The proof then solves for $P$ by multiplying with the inverse and substitutes the result into the force. The theorem takes $E=-LP$ with a single number $L$, so it describes a uniformly polarized body whose depolarizing field is antiparallel to $P$, such as an ellipsoid polarized along a principal axis.

```lean
/-- For a depolarizing field `E = -L P` with `0 ≤ L ≤ 1`, the stiffness exceeds the
transverse one by `L n Z² (e + 2)² / (9 (1 + L (e - 1)))`. -/
theorem depolarized_force {c : PolarCrystal} {e L : ℝ} (he : 0 < e)
    (h : ClausiusMossotti c e) (hL0 : 0 ≤ L) (hL1 : L ≤ 1) {u P : V}
    (hs : SelfConsistent c u (-(L • P)) P) :
    force c u (-(L • P)) P =
      -((stiffnessTO c e +
        L * (c.n * c.Z ^ 2 * (e + 2) ^ 2) / (9 * (1 + L * (e - 1)))) • u) := by
  have hD : 0 < 1 + L * (e - 1) := by
    rcases hL0.eq_or_lt with h0 | h0
    · rw [← h0]; norm_num
    · nlinarith [mul_pos h0 he]
  have hP := (selfConsistent_iff he h u _ P).mp hs
  have hDP : (1 + L * (e - 1)) • P = (c.n * c.Z * (e + 2) / 3) • u := by
    linear_combination (norm := module) (1 : ℝ) • hP
  have hPu : P = (1 + L * (e - 1))⁻¹ • ((c.n * c.Z * (e + 2) / 3) • u) := by
    rw [← hDP, smul_smul, inv_mul_cancel₀ hD.ne', one_smul]
  rw [force_eq he h hs, hPu]
  -- treat the depolarization denominator as a single quantity
  generalize 1 + L * (e - 1) = D
  module
```

The two cases come out as a pair of implications. The first sets $E=0$ in `force_eq`, and the second is the depolarized body with $L=1$. The Lean name refers to Szigeti, whose relations for ionic crystals include one between the short-range stiffness and the compressibility. That relation is not treated here: $k$ is a free parameter, and no elastic property enters.

```lean
/-- A macroscopic field `E = 0` gives the transverse stiffness and `E = -P` the longitudinal one. -/
theorem szigeti_stiffnesses {c : PolarCrystal} {e : ℝ} (he : 0 < e)
    (h : ClausiusMossotti c e) (u P : V) :
    (SelfConsistent c u 0 P → force c u 0 P = -(stiffnessTO c e • u)) ∧
    (SelfConsistent c u (-P) P → force c u (-P) P = -(stiffnessLO c e • u)) := by
  constructor
  · intro hs
    rw [force_eq he h hs, smul_zero, add_zero]
  · intro hs
    have h1 := depolarized_force (L := 1) he h zero_le_one le_rfl
      (u := u) (P := P) (by rw [one_smul]; exact hs)
    have hd : 1 + 1 * (e - 1) = e := by ring
    rw [one_smul, hd, one_mul] at h1
    exact h1
```

## Static response and the size of the splitting

In a static field the ions come to rest where the force vanishes, so $k_Tu = \frac{Z(e+2)}{3}E$. Inserting this into the solved polarization gives

$$P = \left(e-1+\frac{nZ^2(e+2)^2}{9k_T}\right)E .$$

Here $E$ is the macroscopic field inside the crystal. The theorem requires $k_T\neq0$, which allows the division, but it does not require $k_T>0$. For negative $k_T$ the formula describes an equilibrium that is unstable against transverse displacement.

```lean
/-- When the ions rest in equilibrium in a static field `E`, their displacement adds
`n Z² (e + 2)² / (9 k_T)` to the electronic susceptibility `e - 1`, where `k_T` is the
transverse stiffness. -/
theorem static_polarization {c : PolarCrystal} {e : ℝ} (he : 0 < e)
    (h : ClausiusMossotti c e) (hk : stiffnessTO c e ≠ 0) {u E P : V}
    (hs : SelfConsistent c u E P) (hF : force c u E P = 0) :
    P = (e - 1 + c.n * c.Z ^ 2 * (e + 2) ^ 2 / (9 * stiffnessTO c e)) • E := by
  have hf := hF.symm.trans (force_eq he h hs)
  -- force balance fixes the displacement
  have hu : stiffnessTO c e • u = (c.Z * (e + 2) / 3) • E := by
    linear_combination (norm := module) (1 : ℝ) • hf
  have hu' : u = (stiffnessTO c e)⁻¹ • ((c.Z * (e + 2) / 3) • E) := by
    rw [← hu, smul_smul, inv_mul_cancel₀ hk, one_smul]
  rw [(selfConsistent_iff he h u E P).mp hs, hu']
  module
```

The gap $k_L-k_T$ is a positive multiple of $Z^2$ once $n>0$ and $e>0$. It is therefore strictly positive exactly when $Z\neq0$, whatever the sign of the charge. This is a statement about the two formulas, so it does not use Clausius–Mossotti.

```lean
/-- The longitudinal stiffness lies strictly above the transverse one exactly when the ions
carry charge. -/
theorem stiffnessTO_lt_stiffnessLO_iff {c : PolarCrystal} {e : ℝ} (he : 0 < e)
    (hn : 0 < c.n) : stiffnessTO c e < stiffnessLO c e ↔ c.Z ≠ 0 := by
  unfold stiffnessLO
  constructor
  · intro hlt hZ
    simp [hZ] at hlt
  · intro hZ
    have : 0 < c.n * c.Z ^ 2 * (e + 2) ^ 2 / (9 * e) := by positivity
    linarith
```

The last theorem confirms the numerical crystal from above: it satisfies the Clausius–Mossotti relation with $e=4$, and both of its stiffnesses are positive.

```lean
/-- The crystal with `n = Z = k = 1` and `a = 3/2` obeys the Clausius–Mossotti relation with
`e = 4`, and its transverse and longitudinal stiffnesses are `1/3` and `4/3`. -/
theorem clausiusMossotti_witness :
    ClausiusMossotti ⟨1, 1, 3 / 2, 1⟩ 4 ∧
      stiffnessTO ⟨1, 1, 3 / 2, 1⟩ 4 = 1 / 3 ∧
      stiffnessLO ⟨1, 1, 3 / 2, 1⟩ 4 = 4 / 3 := by
  refine ⟨?_, ?_, ?_⟩ <;> norm_num [ClausiusMossotti, stiffnessLO, stiffnessTO]

end

end SzigetiLocalField
```

```lean
#print axioms SzigetiLocalField.planeWave_force
#print axioms SzigetiLocalField.szigeti_stiffnesses
#print axioms SzigetiLocalField.static_polarization
#print axioms SzigetiLocalField.stiffnessTO_lt_stiffnessLO_iff
```

```
'SzigetiLocalField.planeWave_force' depends on axioms: [propext, Classical.choice, Quot.sound]
'SzigetiLocalField.szigeti_stiffnesses' depends on axioms: [propext, Classical.choice, Quot.sound]
'SzigetiLocalField.static_polarization' depends on axioms: [propext, Classical.choice, Quot.sound]
'SzigetiLocalField.stiffnessTO_lt_stiffnessLO_iff' depends on axioms: [propext, Classical.choice, Quot.sound]
```
